# The matrices (1 ± σ)/2 of a one-qubit Pauli measurement are Hermitian and idempotent

For a single qubit, each outcome ±1 of measuring a Pauli matrix σ (X, Y or Z) has the 2×2 complex matrix Q = (1 ± σ)/2. The theorem `proj_isProjector` states that each of these six matrices equals its own conjugate transpose and its own square, so that it is an orthogonal projection. The attempt splits the claim into these two equations and checks them entry by entry, for every choice of Pauli matrix and outcome. Each entry is left to `simp`, with `ring_nf` and `norm_num` to finish the arithmetic.

This version doesn't compile in Lean 4 with Mathlib:

```lean
import Mathlib

open Matrix
open scoped ComplexOrder

namespace ClassicalShadowReconstruction

noncomputable section

/-- The three Pauli matrices X, Y, Z. -/
def pauli : Fin 3 → Matrix (Fin 2) (Fin 2) ℂ :=
  ![!![0, 1; 1, 0], !![0, -Complex.I; Complex.I, 0], !![1, 0; 0, -1]]

/-- The sign +1 or -1 read off in a Pauli measurement. -/
def sgn : Fin 2 → ℂ := ![1, -1]

/-- The one-qubit projector Q for outcome `s` of a measurement of the Pauli matrix `b`. -/
def proj (b : Fin 3) (s : Fin 2) : Matrix (Fin 2) (Fin 2) ℂ :=
  (1 / 2 : ℂ) • (1 + sgn s • pauli b)

/-- The measurement matrices Q are Hermitian and idempotent. -/
theorem proj_isProjector (b : Fin 3) (s : Fin 2) :
    (proj b s)ᴴ = proj b s ∧ proj b s * proj b s = proj b s := by
  constructor <;> ext i j <;> fin_cases b <;> fin_cases s <;> fin_cases i <;> fin_cases j <;>
    simp [proj, pauli, sgn, Matrix.mul_apply, Fin.sum_univ_succ] <;>
    (try ring_nf) <;> (try simp) <;> (try norm_num)

end

end ClassicalShadowReconstruction
```

Compiling this gives:

```
Main.lean:23:63: error: unsolved goals
case right.«0».«0».«0».«1»
⊢ 1 / 4 + 1 (Fin.succ 0) 1 * (1 / 4) = 1 / 2

case right.«0».«0».«1».«0»
⊢ 1 / 4 + 1 1 (Fin.succ 0) * (1 / 4) = 1 / 2

case right.«0».«0».«1».«1»
⊢ 1 / 4 + 1 1 (Fin.succ 0) * 1 (Fin.succ 0) 1 * (1 / 4) = 1 / 2

case right.«0».«1».«0».«1»
⊢ -(1 / 4) + -(1 (Fin.succ 0) 1 * (1 / 4)) = -(1 / 2)

case right.«0».«1».«1».«0»
⊢ -(1 / 4) + -(1 1 (Fin.succ 0) * (1 / 4)) = -(1 / 2)

case right.«0».«1».«1».«1»
⊢ 1 / 4 + 1 1 (Fin.succ 0) * 1 (Fin.succ 0) 1 * (1 / 4) = 1 / 2

case right.«1».«0».«0».«1»
⊢ -(Complex.I * (1 / 4)) + -(Complex.I * 1 (Fin.succ 0) 1 * (1 / 4)) = -(Complex.I * (1 / 2))

case right.«1».«0».«1».«0»
⊢ Complex.I * (1 / 4) + Complex.I * 1 1 (Fin.succ 0) * (1 / 4) = Complex.I * (1 / 2)

case right.«1».«0».«1».«1»
⊢ 1 / 4 + 1 1 (Fin.succ 0) * 1 (Fin.succ 0) 1 * (1 / 4) = 1 / 2

case right.«1».«1».«0».«1»
⊢ Complex.I * (1 / 4) + Complex.I * 1 (Fin.succ 0) 1 * (1 / 4) = Complex.I * (1 / 2)

case right.«1».«1».«1».«0»
⊢ -(Complex.I * (1 / 4)) + -(Complex.I * 1 1 (Fin.succ 0) * (1 / 4)) = -(Complex.I * (1 / 2))

case right.«1».«1».«1».«1»
⊢ 1 / 4 + 1 1 (Fin.succ 0) * 1 (Fin.succ 0) 1 * (1 / 4) = 1 / 2

case right.«2».«0».«1».«1»
⊢ -(1 / 2) + 1 1 (Fin.succ 0) * (1 / 2) = 0 ∨ -(1 / 2) + 1 (Fin.succ 0) 1 * (1 / 2) = 0

case right.«2».«1».«1».«1»
⊢ 1 / 4 + 1 1 (Fin.succ 0) * (1 / 4) + 1 1 (Fin.succ 0) * 1 (Fin.succ 0) 1 * (1 / 4) + 1 (Fin.succ 0) 1 * (1 / 4) = 1
```

What went wrong. All the goals left open are in the `right` half, the equation Q·Q = Q. There `Matrix.mul_apply` turns an entry of the product into a sum over `Fin 2`, and `Fin.sum_univ_succ` expands that sum with its second index written as `Fin.succ 0`. This index is equal to `1`, but it stays in the longer form, and so terms such as `1 (Fin.succ 0) 1` remain. The first `1` in such a term is the identity matrix, and the term is its lower diagonal entry, whose value is the number 1. The tactics never put that value in, so they can't finish the arithmetic, though every goal shown is true once it is there.

The repair replaces `Fin.sum_univ_succ` with `Fin.sum_univ_two`, which writes the sum directly as the terms at `0` and `1`. It also adds `Matrix.one_apply`, which says that an entry of the identity matrix is 1 if its two indices are equal and 0 otherwise. With plain indices `simp` can decide which case holds, and only arithmetic with numbers is left. The messages don't show whether the first change would have been enough alone.

As a diff, the version that Lean accepts:

```diff
@@ -23,5 +23,5 @@
     (proj b s)ᴴ = proj b s ∧ proj b s * proj b s = proj b s := by
   constructor <;> ext i j <;> fin_cases b <;> fin_cases s <;> fin_cases i <;> fin_cases j <;>
-    simp [proj, pauli, sgn, Matrix.mul_apply, Fin.sum_univ_succ] <;>
+    simp [proj, pauli, sgn, Matrix.mul_apply, Fin.sum_univ_two, Matrix.one_apply] <;>
     (try ring_nf) <;> (try simp) <;> (try norm_num)
 
```
